# Clipping a Newton step component by component can miss the minimiser over the box

Take the quadratic energy model with Hessian $H=\begin{pmatrix}2&1\\1&2\end{pmatrix}$ and gradient $g=(-4,-2)$ at the current point. Its only Newton step is $(2,0)$. Clipping each component to $[-1,1]$ gives $(1,0)$, where the model value, measured from the energy at the current point, is $-3$. The unique minimiser over the same box is $(1,\tfrac12)$, with value $-\tfrac{13}{4}$.

Clipping is exact when $H$ is diagonal with positive entries. With coupled coordinates it can even raise the model above its value at the zero step, although $H$ has positive curvature. This bears on step control in quasi-Newton geometry or orbital optimisation, as far as a fixed quadratic model in finitely many real coordinates represents the energy.

```lean
import Mathlib

open Matrix

namespace StepClipping

noncomputable section

variable {n : Type*} [Fintype n]
```

## The energy model and its Newton step

The coordinates are labelled by a finite type `n`, and a step is a function $s$ from `n` to the reals. Relative to the energy at the current point, the model is
$$m(s)=g\cdot s+\tfrac12\,s\cdot Hs .$$
In Lean, `⬝ᵥ` is the dot product and `*ᵥ` applies a matrix to a vector. The true energy surface, with its higher-order terms, does not appear.

```lean
/-- The quadratic energy model `g·s + ½ s·Hs` for a step `s`, with gradient `g` and Hessian `H`. -/
def model (H : Matrix n n ℝ) (g s : n → ℝ) : ℝ :=
  g ⬝ᵥ s + (1 / 2) * (s ⬝ᵥ H *ᵥ s)
```

Positive curvature means $d\cdot Hd>0$ for every displacement $d\neq0$. Physically, the model is a bowl, as near a minimum without flat directions and unlike near a transition state. For a free molecule in Cartesian coordinates the exact Hessian has zero curvature along overall translations, so the condition fails unless such flat directions are removed. Symmetry of $H$, which a Hessian of second derivatives has when differentiation can be interchanged, is a separate hypothesis where it is needed.

```lean
/-- The Hessian has positive curvature along every nonzero direction. -/
def PositiveCurvature (H : Matrix n n ℝ) : Prop :=
  ∀ d : n → ℝ, d ≠ 0 → 0 < d ⬝ᵥ H *ᵥ d
```

A Newton step satisfies $Hs=-g$. Stating this as an equation avoids the inverse matrix.

```lean
/-- A Newton step solves `H s = -g`. -/
def IsNewtonStep (H : Matrix n n ℝ) (g s : n → ℝ) : Prop :=
  H *ᵥ s = -g
```

## The box, clipping and unique minimisers

The trust region of size $r$ is the set of steps with $|s_i|\le r$ for every $i$. It depends on the choice of coordinates, since a rotation does not in general preserve it.

```lean
/-- The box of steps whose components are at most `r` in absolute value. -/
def box (n : Type*) (r : ℝ) : Set (n → ℝ) := {s | ∀ i, |s i| ≤ r}
```

Clipping replaces each component by $c_i=\max(-r,\min(r,s_i))$, without looking at the other components.

```lean
/-- Componentwise clipping of a step to the interval `[-r, r]`. -/
def clip {n : Type*} (r : ℝ) (s : n → ℝ) : n → ℝ := fun i => max (-r) (min r (s i))
```

A unique minimiser of a function over a set $C$ is a member of $C$ whose value is strictly below that of every other member.

```lean
/-- The step `s` lies in `C` and has a strictly lower value of `f` than any other step in `C`. -/
def IsUniqueMinimiser {n : Type*} (f : (n → ℝ) → ℝ) (C : Set (n → ℝ)) (s : n → ℝ) : Prop :=
  s ∈ C ∧ ∀ t ∈ C, t ≠ s → f s < f t
```

## A gradient test for the minimiser

Insert $s+d$ into the model:
$$m(s+d)=g\cdot s+g\cdot d+\tfrac12\left(s\cdot Hs+s\cdot Hd+d\cdot Hs+d\cdot Hd\right).$$
For symmetric $H$ the two cross terms are equal, and both equal $(Hs)\cdot d$. Hence
$$m(s+d)=m(s)+(g+Hs)\cdot d+\tfrac12\,d\cdot Hd ,$$
with no remainder. The vector $g+Hs$ is the gradient at $s$. In the proof, `hs` and `h2` identify the cross terms, and `ring` collects the rest.

```lean
/-- Exact expansion of the model about a step `s` for symmetric `H`: the gradient there is `g + H
s`. -/
theorem model_add {H : Matrix n n ℝ} (hH : H.IsSymm) (g s d : n → ℝ) :
    model H g (s + d) = model H g s + (g + H *ᵥ s) ⬝ᵥ d + (1 / 2) * (d ⬝ᵥ H *ᵥ d) := by
  -- symmetry of the Hessian makes the two cross terms equal
  have hs : d ⬝ᵥ H *ᵥ s = s ⬝ᵥ H *ᵥ d := by
    rw [Matrix.dotProduct_mulVec, ← Matrix.mulVec_transpose, hH.eq, dotProduct_comm]
  have h2 : (H *ᵥ s) ⬝ᵥ d = s ⬝ᵥ H *ᵥ d := by
    rw [dotProduct_comm, hs]
  simp only [model, Matrix.mulVec_add, dotProduct_add, add_dotProduct]
  rw [hs, h2]
  ring
```

Now let $H$ be symmetric with positive curvature, let $s$ lie in $C$, and suppose $(g+Hs)\cdot(t-s)\ge0$ for every $t$ in $C$. Put $d=t-s$. For $t\neq s$ the linear term is non-negative and the quadratic term is positive, so $m(t)>m(s)$. The proof adds these two inequalities to the expansion with `linarith`. Convexity of $C$ is not required.

```lean
/-- With positive curvature, a step in `C` from which no displacement within `C` is downhill
to first order is the unique minimiser of the model over `C`. -/
theorem unique_minimiser_of_gradient {H : Matrix n n ℝ} (hH : H.IsSymm)
    (hpos : PositiveCurvature H) (g : n → ℝ) {C : Set (n → ℝ)} {s : n → ℝ} (hs : s ∈ C)
    (hgrad : ∀ t ∈ C, 0 ≤ (g + H *ᵥ s) ⬝ᵥ (t - s)) :
    IsUniqueMinimiser (model H g) C s := by
  refine ⟨hs, fun t ht hne => ?_⟩
  have h := model_add hH g s (t - s)
  rw [add_sub_cancel] at h
  have h1 := hpos (t - s) (sub_ne_zero.mpr hne)
  have h2 := hgrad t ht
  linarith
```

## Uncoupled coordinates, where clipping is exact

Let $c$ be the clipped version of $s$, and let $t$ be any point of the box. In each component,
$$(c_i-s_i)(t_i-c_i)\ge0 .$$
There are three cases:

- If $s_i\ge r$, then $c_i=r$ and both factors are at most zero.
- If $-r\le s_i\le r$, then $c_i=s_i$ and the first factor vanishes.
- If $s_i\le-r$, then $c_i=-r$ and both factors are at least zero.

The two uses of `le_total` make this case distinction.

```lean
/-- In each component, the displacement from the original value to the clipped value and the one
from the clipped value to any point of the box never have opposite signs. -/
theorem clip_variational {n : Type*} {r : ℝ} (hr : 0 ≤ r) (s : n → ℝ) {t : n → ℝ}
    (ht : t ∈ box n r) (i : n) : 0 ≤ (clip r s i - s i) * (t i - clip r s i) := by
  obtain ⟨h1, h2⟩ := abs_le.mp (ht i)
  simp only [clip]
  rcases le_total r (s i) with h | h
  · rw [min_eq_left h, max_eq_right (by linarith)]
    nlinarith [mul_nonneg (sub_nonneg.2 h) (sub_nonneg.2 h2)]
  · rw [min_eq_right h]
    rcases le_total (-r) (s i) with h' | h'
    · rw [max_eq_right h']
      simp
    · rw [max_eq_left h']
      exact mul_nonneg (by linarith) (by linarith)
```

Suppose $H$ is diagonal with entries $h_i>0$. The Newton equation reads $g_i=-h_is_i$, so the gradient at the clipped step has components $g_i+h_ic_i=h_i(c_i-s_i)$. Therefore
$$(g+Hc)\cdot(t-c)=\sum_i h_i(c_i-s_i)(t_i-c_i)\ge0 ,$$
and the gradient test shows that $c$ is the unique minimiser over the box. The three parts of the proof establish positive curvature, membership of $c$ in the box, and this inequality.

The theorem holds for every $r\ge0$. At $r=0$ the box contains only the zero step, and clipping returns it. In one dimension every matrix is diagonal, so two is the smallest dimension in which clipping can fail under positive curvature.

```lean
/-- For a diagonal Hessian with positive entries, the clipped Newton step is the unique
minimiser of the model over the box. -/
theorem clip_exact_of_diagonal [DecidableEq n] {h : n → ℝ} (hh : ∀ i, 0 < h i)
    {g s : n → ℝ} (hN : IsNewtonStep (Matrix.diagonal h) g s) {r : ℝ} (hr : 0 ≤ r) :
    IsUniqueMinimiser (model (Matrix.diagonal h) g) (box n r) (clip r s) := by
  apply unique_minimiser_of_gradient (Matrix.diagonal_transpose h)
  · intro d hd
    obtain ⟨i, hi⟩ := Function.ne_iff.mp hd
    have hi' : d i ≠ 0 := hi
    simp only [dotProduct, Matrix.mulVec_diagonal]
    refine Finset.sum_pos' (fun j _ => ?_) ⟨i, Finset.mem_univ i, ?_⟩
    · nlinarith [mul_nonneg (hh j).le (sq_nonneg (d j))]
    · have hp : 0 < d i ^ 2 := by positivity
      nlinarith [mul_pos (hh i) hp]
  · intro i
    exact abs_le.mpr ⟨le_max_left _ _, max_le (by linarith) (min_le_left _ _)⟩
  · intro t ht
    simp only [dotProduct, Pi.add_apply, Pi.sub_apply, Matrix.mulVec_diagonal]
    refine Finset.sum_nonneg (fun i _ => ?_)
    -- the gradient component is `h i` times the clipping displacement
    have hg := congrFun hN i
    rw [Matrix.mulVec_diagonal, Pi.neg_apply] at hg
    have hg' : g i = -(h i * s i) := by linarith
    have e := mul_nonneg (hh i).le (clip_variational hr s ht i)
    rw [hg']
    linarith
```

## The coupled example

Both $2\times2$ matrices used below have a quadratic form of the type
$$d_0^2+d_1^2+(d_0+a\,d_1)^2 ,$$
with components numbered from 0 as in Lean. If $d\neq0$, at least one of the first two squares is positive, so the sum is positive.

```lean
/-- A sum of squares that is positive for every nonzero vector of the plane. -/
theorem sum_sq_pos {d : Fin 2 → ℝ} (hd : d ≠ 0) (a : ℝ) :
    0 < d 0 ^ 2 + d 1 ^ 2 + (d 0 + a * d 1) ^ 2 := by
  have h : d 0 ≠ 0 ∨ d 1 ≠ 0 := by
    by_contra h
    simp only [not_or, not_not] at h
    exact hd (by ext i; fin_cases i; exacts [h.1, h.2])
  rcases h with h | h <;> positivity
```

For the first example the Newton equations are
$$2s_0+s_1=4,\qquad s_0+2s_1=2,$$
with the single solution $(2,0)$. Clipping with $r=1$ gives $(1,0)$, and $m(1,0)=-4+\tfrac12\cdot2=-3$.

Once $s_0$ is held at $1$, the best second component is no longer $0$. Setting the second gradient component to zero gives $-2+1+2s_1=0$, so $s_1=\tfrac12$. At $(1,\tfrac12)$ the gradient is
$$\left(-4+2+\tfrac12,\;-2+1+1\right)=\left(-\tfrac32,\,0\right).$$
For any $t$ in the box its product with the displacement is $\tfrac32(1-t_0)\ge0$. The curvature is positive because
$$d\cdot Hd=2d_0^2+2d_0d_1+2d_1^2=d_0^2+d_1^2+(d_0+d_1)^2 ,$$
so the gradient test applies. The minimum value is
$$m(1,\tfrac12)=-4-1+\tfrac12\left(2+1+\tfrac12\right)=-\tfrac{13}{4}.$$

The theorem joins these statements in one conjunction. Its first part is an equivalence: a step is a Newton step exactly when it is `![2, 0]`. The numerical parts are evaluated by `norm_num`, and the minimiser part follows the gradient argument above.

```lean
/-- For `H = [[2,1],[1,2]]` and `g = (-4,-2)` the only Newton step is `(2,0)`; it clips to `(1,0)`
with model value `-3`, while the unique minimiser over the box is `(1,1/2)` with value `-13/4`. -/
theorem clipping_fails :
    (∀ s, IsNewtonStep !![2, 1; 1, 2] ![-4, -2] s ↔ s = ![2, 0]) ∧
    clip 1 ![2, 0] = ![1, 0] ∧
    model !![2, 1; 1, 2] ![-4, -2] ![1, 0] = -3 ∧
    IsUniqueMinimiser (model !![2, 1; 1, 2] ![-4, -2]) (box (Fin 2) 1) ![1, 1 / 2] ∧
    model !![2, 1; 1, 2] ![-4, -2] ![1, 1 / 2] = -13 / 4 := by
  refine ⟨fun s => ⟨fun h => ?_, ?_⟩, ?_, ?_, ?_, ?_⟩
  · have h0 := congrFun h 0
    have h1 := congrFun h 1
    simp [Matrix.mulVec, dotProduct, Fin.sum_univ_two] at h0 h1
    ext i
    fin_cases i
    · show s 0 = 2
      linarith
    · show s 1 = 0
      linarith
  · rintro rfl
    unfold IsNewtonStep
    ext i
    fin_cases i <;> norm_num [Matrix.mulVec, dotProduct, Fin.sum_univ_two]
  · ext i
    fin_cases i <;> norm_num [clip, min_def, max_def]
  · norm_num [model, Matrix.mulVec, dotProduct, Fin.sum_univ_two]
  · apply unique_minimiser_of_gradient
    · exact Matrix.IsSymm.ext (by intro i j; fin_cases i <;> fin_cases j <;> rfl)
    · intro d hd
      have e : d ⬝ᵥ !![2, 1; 1, 2] *ᵥ d = d 0 ^ 2 + d 1 ^ 2 + (d 0 + 1 * d 1) ^ 2 := by
        simp [Matrix.mulVec, dotProduct, Fin.sum_univ_two]
        ring
      rw [e]
      exact sum_sq_pos hd 1
    · intro i
      fin_cases i <;> norm_num [abs_le]
    · intro t ht
      -- the gradient at `(1, 1/2)` is `(-3/2, 0)`
      have e : (![-4, -2] + !![2, 1; 1, 2] *ᵥ ![1, 1 / 2]) ⬝ᵥ (t - ![1, 1 / 2])
          = 3 / 2 * (1 - t 0) := by
        simp [dotProduct, Fin.sum_univ_two]
        ring
      rw [e]
      have h := (abs_le.mp (ht 0)).2
      linarith
  · norm_num [model, Matrix.mulVec, dotProduct, Fin.sum_univ_two]
```

With a Euclidean ball $\|s\|\le1$ as trust region, the problem would change. The point $(1,\tfrac12)$ would lie outside, and clipping components would no longer guarantee an admissible step, since $(1,1)$ has length $\sqrt2$.

## A clipped step that goes uphill

Stronger coupling gives a worse outcome. Take
$$H=\begin{pmatrix}2&-10\\-10&101\end{pmatrix},\qquad g=(-10,-1).$$
The quadratic form is $d_0^2+d_1^2+(d_0-10d_1)^2$, so the curvature is positive. The step $(10,1)$ is a Newton step, because $20-10=10$ and $-100+101=1$. It clips to $(1,1)$, where
$$m(1,1)=-11+\tfrac12(2-20+101)=\tfrac{61}{2}>0=m(0).$$
The Newton step runs along a narrow valley, and clipping only its long component moves the step onto the steep wall. The theorem records the inequality between the two model values.

```lean
/-- Clipping can raise the energy model: here the curvature is positive, the Newton step `(10,1)`
clips to `(1,1)`, and the model value there is above its value at the zero step. -/
theorem clipping_uphill :
    PositiveCurvature !![2, -10; -10, 101] ∧
    IsNewtonStep !![2, -10; -10, 101] ![-10, -1] ![10, 1] ∧
    clip 1 ![10, 1] = ![1, 1] ∧
    model !![2, -10; -10, 101] ![-10, -1] 0 < model !![2, -10; -10, 101] ![-10, -1] ![1, 1] := by
  refine ⟨fun d hd => ?_, ?_, ?_, ?_⟩
  · have e : d ⬝ᵥ !![2, -10; -10, 101] *ᵥ d
        = d 0 ^ 2 + d 1 ^ 2 + (d 0 + (-10) * d 1) ^ 2 := by
      simp [Matrix.mulVec, dotProduct, Fin.sum_univ_two]
      ring
    rw [e]
    exact sum_sq_pos hd (-10)
  · unfold IsNewtonStep
    ext i
    fin_cases i <;> norm_num [Matrix.mulVec, dotProduct, Fin.sum_univ_two]
  · ext i
    fin_cases i <;> norm_num [clip, min_def, max_def]
  · norm_num [model, Matrix.mulVec, dotProduct, Fin.sum_univ_two]
```

## Scaling the whole step keeps the descent

Multiplying the entire Newton step by one factor $t>0$ preserves its direction. With $g=-Hs$,
$$m(ts)=-t\,s\cdot Hs+\tfrac{t^2}{2}\,s\cdot Hs=-\frac{t(2-t)}{2}\,s\cdot Hs .$$
For $s\neq0$, positive curvature and $0<t<2$, this is negative, hence below $m(0)=0$. The equation `e` in the proof is this formula, and the remaining lines check the signs. Symmetry of $H$ is not used.

If a Newton step leaves a box of size $r>0$, the factor $t=r/\max_i|s_i|$ brings it back and lies between 0 and 1, so the model still decreases. Descent is weaker than optimality: in the first example this scaling gives $(1,0)$, the same point as clipping, which is not the minimiser over the box.

```lean
/-- With positive curvature, a nonzero Newton step scaled as a whole by a factor between 0 and 2
lowers the model below its value at the zero step. -/
theorem scaled_newton_descends {H : Matrix n n ℝ} (hpos : PositiveCurvature H)
    {g s : n → ℝ} (hN : IsNewtonStep H g s) (hs : s ≠ 0) {t : ℝ} (h0 : 0 < t) (h2 : t < 2) :
    model H g (t • s) < model H g 0 := by
  have hg : g = -(H *ᵥ s) := by
    rw [show H *ᵥ s = -g from hN, neg_neg]
  have e : model H g (t • s) = -(t * (2 - t) / 2 * (s ⬝ᵥ H *ᵥ s)) := by
    rw [hg]
    simp only [model, Matrix.mulVec_smul, dotProduct_smul, smul_dotProduct, neg_dotProduct,
      smul_eq_mul]
    rw [dotProduct_comm (H *ᵥ s) s]
    ring
  have z : model H g 0 = 0 := by simp [model]
  rw [e, z]
  have hc : 0 < t * (2 - t) / 2 := by
    have := mul_pos h0 (sub_pos.mpr h2)
    linarith
  have := mul_pos hc (hpos s hs)
  linarith

end

end StepClipping
```

```lean
#print axioms StepClipping.clip_exact_of_diagonal
#print axioms StepClipping.clipping_fails
#print axioms StepClipping.clipping_uphill
#print axioms StepClipping.scaled_newton_descends
```

```
'StepClipping.clip_exact_of_diagonal' depends on axioms: [propext, Classical.choice, Quot.sound]
'StepClipping.clipping_fails' depends on axioms: [propext, Classical.choice, Quot.sound]
'StepClipping.clipping_uphill' depends on axioms: [propext, Classical.choice, Quot.sound]
'StepClipping.scaled_newton_descends' depends on axioms: [propext, Classical.choice, Quot.sound]
```
